# For Re s > 2, the excited Landau levels' contributions to the spectral zeta function sum to an explicit factor times ζ(s − 1)

Take the squared Dirac operator in four-dimensional Euclidean space with a uniform magnetic field b > 0, the charge being absorbed into b and ħ = c = 1. The excited Landau level n + 1 contributes 2b uˢ ∫ E⁻ˢ dE to its spectral zeta function, where the eigenvalue E runs from 2b(n + 1) to infinity and u > 0 is the squared renormalization scale. This is per unit four-volume and multiplied by 4π². The theorem `hasSum_landauMode` states that for Re s > 2 these contributions, summed over n = 0, 1, 2, …, converge to 2b uˢ (2b)¹⁻ˢ ζ(s − 1)/(s − 1), where ζ is the Riemann zeta function. The lowest Landau level is not included, and the contributions are taken as defined by the integral, not derived from an operator. The proof writes each one as a level-independent factor times 1/(n + 1)ˢ⁻¹, sums these powers to ζ(s − 1), and then has to match the result with the closed form `magneticZeta`.

This version doesn't compile in Lean 4 with Mathlib:

```lean
import Mathlib

open Complex Set Filter Topology

namespace HasSumLandauMode

noncomputable section

/-- Contribution of the excited Landau level `n + 1` to the spectral zeta function of the squared
Dirac operator, taken per unit four-volume and multiplied by `4π²`, for `b > 0`, `u > 0` and
`Re s > 1`: the eigenvalues `E` above the threshold `2b(n+1)` are integrated with weight `2b`, and
`u` is the squared renormalization scale. -/
def landauMode (b u : ℝ) (s : ℂ) (n : ℕ) : ℂ :=
  2 * (b : ℂ) * (u : ℂ) ^ s * ∫ E : ℝ in Ioi (2 * b * ((n : ℝ) + 1)), (E : ℂ) ^ (-s)

/-- The magnetic zeta function in closed form, for `b > 0`, `u > 0` and `s` different from
`1` and `2`. -/
def magneticZeta (b u : ℝ) (s : ℂ) : ℂ :=
  2 * (b : ℂ) * (u : ℂ) ^ s * (2 * (b : ℂ)) ^ (1 - s) * riemannZeta (s - 1) / (s - 1)

/-- For `b > 0` and `Re s > 1`, the contribution of an excited Landau level is a level-independent
factor times a power of the level number. -/
theorem landauMode_eq {b : ℝ} (hb : 0 < b) (u : ℝ) {s : ℂ} (hs : 1 < s.re) (n : ℕ) :
    landauMode b u s n =
      2 * (b : ℂ) * (u : ℂ) ^ s * (2 * (b : ℂ)) ^ (1 - s) / (s - 1) *
        (1 / ((n : ℂ) + 1) ^ (s - 1)) := by
  have hc : 0 < 2 * b * ((n : ℝ) + 1) := by positivity
  have hre : (-s).re < -1 := by
    rw [Complex.neg_re]
    linarith
  -- the threshold power splits into a field factor and a level factor
  have hpow : ((2 * b * ((n : ℝ) + 1) : ℝ) : ℂ) ^ (-s + 1) =
      (2 * (b : ℂ)) ^ (1 - s) * (1 / ((n : ℂ) + 1) ^ (s - 1)) := by
    have h := Complex.mul_cpow_ofReal_nonneg (a := 2 * b) (b := (n : ℝ) + 1)
      (by positivity) (by positivity) (1 - s)
    rw [show -s + 1 = 1 - s by ring, one_div, ← Complex.cpow_neg, neg_sub]
    push_cast at h ⊢
    exact h
  rw [landauMode, integral_Ioi_cpow_of_lt hre hc, hpow,
    show -s + 1 = -(s - 1) by ring, neg_div_neg_eq]
  ring

/-- For `b > 0` and `Re s > 2`, the sum over excited Landau levels converges to the magnetic
zeta function. -/
theorem hasSum_landauMode {b : ℝ} (hb : 0 < b) (u : ℝ) {s : ℂ} (hs : 2 < s.re) :
    HasSum (landauMode b u s) (magneticZeta b u s) := by
  have h1 : 1 < (s - 1).re := by
    rw [Complex.sub_re, Complex.one_re]
    linarith
  have hsum : Summable fun n : ℕ => 1 / ((n : ℂ) + 1) ^ (s - 1) := by
    have h := (summable_nat_add_iff 1).mpr (Complex.summable_one_div_nat_cpow.mpr h1)
    simpa using h
  have h2 := hsum.hasSum.mul_left
    (2 * (b : ℂ) * (u : ℂ) ^ s * (2 * (b : ℂ)) ^ (1 - s) / (s - 1))
  rw [← zeta_eq_tsum_one_div_nat_add_one_cpow h1] at h2
  rw [show landauMode b u s = _ from funext (landauMode_eq hb u (by linarith))]
  convert h2 using 1
  unfold magneticZeta
  ring

end

end HasSumLandauMode
```

The error:

```
Main.lean:58:9: error: Tactic `unfold` failed to unfold `magneticZeta` in
  instAddCommMonoid = instNonUnitalCommRing.toNonUnitalNonAssocCommRing.toNonUnitalNonAssocSemiring.toAddCommMonoid
```

Diagnosis. The error comes in that last matching step. `convert h2 using 1` compares the goal with `h2` argument by argument and leaves as goals the equalities it cannot close. Besides the function and the value, the arguments of `HasSum` include the additive commutative monoid structure on ℂ, which is filled in automatically. The goal has it as `instAddCommMonoid`, while `h2` has it derived from the ring structure of ℂ. The two agree by definition, but seeing this takes more unfolding than `convert` does by default, so it left their equality as a goal. That goal came first, so `unfold magneticZeta` was run on it. `magneticZeta` does not occur there, hence the message.

The repair states the equation between the two values separately, as `hval`, where `unfold magneticZeta` has something to unfold and `ring` can reorder the factors. After `rw [hval]`, the goal has the same value as `h2`. `exact h2` then closes it, because `exact` unfolds definitions further when it compares the two statements, and so accepts the two monoid structures as the same.

This version goes through:

```diff
@@ -55,7 +55,10 @@
   rw [← zeta_eq_tsum_one_div_nat_add_one_cpow h1] at h2
   rw [show landauMode b u s = _ from funext (landauMode_eq hb u (by linarith))]
-  convert h2 using 1
-  unfold magneticZeta
-  ring
+  have hval : magneticZeta b u s =
+      2 * (b : ℂ) * (u : ℂ) ^ s * (2 * (b : ℂ)) ^ (1 - s) / (s - 1) * riemannZeta (s - 1) := by
+    unfold magneticZeta
+    ring
+  rw [hval]
+  exact h2
 
 end
```
